# The three-point difference lowers the ground energy of a particle in a box by π⁴a²/(24L⁴) to leading order (ħ = m = 1)

Take one particle in a hard-wall box of length L > 0, in units ħ = m = 1. Place n ≥ 1 interior sites with spacing a = L/(n+1), numbered i = 0, …, n−1 as in Lean, so that site i sits at position (i+1)a. Replacing −½ d²/dx² by the three-point difference gives an n×n matrix H with diagonal entries 1/a², neighbour entries −1/(2a²) and zeros elsewhere. The wavefunction is zero at both walls.

## The lattice energy and its error

The lowest eigenvalue of H is

E_a = (1 − cos(πa/L))/a².

It lies strictly below the continuum ground energy π²/(2L²), and

(E_a − π²/(2L²))/a² → −π⁴/(24L⁴) as n → ∞.

At every finite spacing,

−π⁴a²/(24L⁴) ≤ E_a − π²/(2L²) ≤ −π⁴a²/(24L⁴) + π⁶a⁴/(720L⁶).

## Testing a grid code and extrapolating in a²

A grid diagonaliser or lattice projector code that uses the three-point matrix H for this one-particle box should reproduce E_a, not π²/(2L²); a code with another stencil in general has a different lattice energy. The difference between E_a and π²/(2L²) is discretisation error and does not shrink with longer sampling. Its sign also matters: in this model, the exact lattice ground energy is not an upper bound on the continuum one.

Lattice-regularised diffusion Monte Carlo extrapolates energies to a = 0. For the three-point H in this potential-free box the slope in a² is known, and two spacings suffice to remove the quadratic term:

|(4E_{a/2} − E_a)/3 − π²/(2L²)| ≤ π⁶a⁴/(2160L⁶).

Halving the spacing means going from n to 2n+1 sites, not to 2n.

## From the half-wave to the error bounds

**The eigenvector.** Let x = πa/L = π/(n+1) and g(k) = sin(kx). Then g(0) = g(n+1) = 0, and g(k) > 0 for 1 ≤ k ≤ n. Set s_i = g(i+1). Since g vanishes at the walls, every row of H has the same form:

(Hs)_i = g(i+1)/a² − (g(i) + g(i+2))/(2a²).

The addition formulas give g(i) + g(i+2) = 2 cos(x) g(i+1), so Hs = E_a s.

**No level is lower.** Let Hψ = Eψ with ψ ≠ 0. Flip the sign of ψ if necessary, so that some component is positive. Let r be the largest ratio ψ_j/s_j, attained at site i. Then r > 0, ψ_i = r s_i > 0, and ψ_j ≤ r s_j for all j. In the sum

Σ_j H_ij (ψ_j − r s_j) = Eψ_i − r E_a s_i = (E − E_a)ψ_i

the term j = i is zero, and every other term is a product of two nonpositive numbers. The sum is therefore nonnegative, and E ≥ E_a.

**Below the continuum.** Since 1 − cos x = 2 sin²(x/2) and |sin y| < y for y > 0,

E_a = 2 sin²(x/2)/a² < x²/(2a²) = π²/(2L²).

**The size of the error.** Start from cos y ≥ 1 − y²/2 and integrate from 0 four times, for y ≥ 0:

sin y ≥ y − y³/6

cos y ≤ 1 − y²/2 + y⁴/24

sin y ≤ y − y³/6 + y⁵/120

cos y ≥ 1 − y²/2 + y⁴/24 − y⁶/720

Inserting y = πa/L in the two cosine bounds and dividing by a² gives the finite-spacing bounds above. Dividing by a² once more squeezes the scaled error to its limit.

**Two spacings.** Write the error as −Ma² + R(a), with M = π⁴/(24L⁴), K = π⁶/(720L⁶) and 0 ≤ R(a) ≤ Ka⁴. The combination cancels M and leaves (4R(a/2) − R(a))/3, which lies between −Ka⁴/3 and Ka⁴/12. Its absolute value is at most Ka⁴/3 = π⁶a⁴/(2160L⁶).

## The Lean file, from matrix to limit

`boxHamiltonian_mulVec` splits a matrix row into diagonal, right and left entries; the wall conditions `h0` and `hn` supply the missing neighbours at the ends. `positive_state_is_lowest` is the ratio argument, for any real matrix with nonpositive off-diagonal entries and a strictly positive eigenvector: `wlog` flips the sign and `Finite.exists_max` picks the site. `isLeast_latticeEnergy` applies both to the sine.

`nonneg_of_slope` does the work of one integration, by monotonicity, and `cos_taylor_bounds` uses it four times. `error_bounds` rescales the result, `latticeEnergy_lt` is the half-angle argument, and `lattice_spacing_error` collects the main claims and takes the limit by squeezing. In `richardson_extrapolation`, `linarith` combines the bounds at the two spacings.

```lean
import Mathlib

open Matrix Filter Topology
open scoped Real

namespace LatticeSpacingError

noncomputable section

/-- The spacing `L / (n + 1)` of `n` interior sites in a box of length `L`. -/
def spacing (L : ℝ) (n : ℕ) : ℝ := L / (n + 1)

/-- The three-point Hamiltonian on `n` sites with spacing `a ≠ 0`: diagonal `1/a²`,
neighbour entries `-1/(2a²)`. -/
def boxHamiltonian (a : ℝ) (n : ℕ) : Matrix (Fin n) (Fin n) ℝ :=
  Matrix.of fun i j =>
    if (i : ℕ) = j then 1 / a ^ 2
    else if (i : ℕ) + 1 = j ∨ (j : ℕ) + 1 = i then -1 / (2 * a ^ 2) else 0

/-- The energy levels of a real Hamiltonian matrix: the numbers `E` with `H ψ = E ψ` for some
nonzero `ψ`. -/
def energyLevels {n : ℕ} (H : Matrix (Fin n) (Fin n) ℝ) : Set ℝ :=
  {E | ∃ ψ : Fin n → ℝ, ψ ≠ 0 ∧ H *ᵥ ψ = E • ψ}

/-- The lattice energy `(1 - cos(πa/L))/a²`, for `L ≠ 0` and `a ≠ 0`. -/
def latticeEnergy (L a : ℝ) : ℝ := (1 - Real.cos (π * a / L)) / a ^ 2

/-- On a function that vanishes at both walls, the Hamiltonian acts as minus one half of the
second difference quotient. -/
theorem boxHamiltonian_mulVec (a : ℝ) (n : ℕ) (g : ℕ → ℝ) (h0 : g 0 = 0)
    (hn : g (n + 1) = 0) (i : Fin n) :
    (boxHamiltonian a n *ᵥ fun j => g (j + 1)) i
      = g (i + 1) / a ^ 2 - (g i + g (i + 2)) / (2 * a ^ 2) := by
  -- split the row into its diagonal, right and left entries
  have h1 : (boxHamiltonian a n *ᵥ fun j => g (j + 1)) i
      = ∑ k ∈ Finset.range n, ((if k = (i : ℕ) then g (k + 1) / a ^ 2 else 0)
        + (if k = (i : ℕ) + 1 then -g (k + 1) / (2 * a ^ 2) else 0)
        + (if k + 1 = (i : ℕ) then -g (k + 1) / (2 * a ^ 2) else 0)) := by
    rw [Finset.sum_range]
    simp only [Matrix.mulVec, dotProduct, boxHamiltonian, Matrix.of_apply]
    apply Finset.sum_congr rfl
    intro j _
    split_ifs <;> first | (exfalso; omega) | ring
  have h2 : ∑ k ∈ Finset.range n,
      (if k = (i : ℕ) + 1 then -g (k + 1) / (2 * a ^ 2) else 0)
        = -g (i + 2) / (2 * a ^ 2) := by
    rw [Finset.sum_ite_eq']
    split_ifs with h
    · rfl
    · have hi := i.isLt
      have e : (i : ℕ) + 2 = n + 1 := by
        rw [Finset.mem_range] at h
        omega
      rw [e, hn]
      simp
  have h3 : ∀ m : ℕ, m < n → ∑ k ∈ Finset.range n,
      (if k + 1 = m then -g (k + 1) / (2 * a ^ 2) else 0) = -g m / (2 * a ^ 2) := by
    intro m hm
    cases m with
    | zero => simp [h0]
    | succ m =>
      simp only [add_left_inj]
      rw [Finset.sum_ite_eq', if_pos (Finset.mem_range.2 (by omega))]
  rw [h1, Finset.sum_add_distrib, Finset.sum_add_distrib, h2, h3 i i.isLt,
    Finset.sum_ite_eq', if_pos (Finset.mem_range.2 i.isLt)]
  ring

/-- If all off-diagonal entries are nonpositive, the energy of a strictly positive eigenvector
is a lower bound for every energy level. -/
theorem positive_state_is_lowest {n : ℕ} (H : Matrix (Fin n) (Fin n) ℝ)
    (hoff : ∀ i j, i ≠ j → H i j ≤ 0) (s : Fin n → ℝ) (hs : ∀ i, 0 < s i) (E₀ : ℝ)
    (h₀ : H *ᵥ s = E₀ • s) : E₀ ∈ lowerBounds (energyLevels H) := by
  rintro E ⟨ψ, hψ, hE⟩
  wlog hpos : ∃ k, 0 < ψ k generalizing ψ
  · obtain ⟨k, hk⟩ := Function.ne_iff.mp hψ
    have hk' : ψ k < 0 := lt_of_le_of_ne (not_lt.mp fun h => hpos ⟨k, h⟩) hk
    exact this (-ψ) (neg_ne_zero.mpr hψ) (by rw [Matrix.mulVec_neg, hE, smul_neg])
      ⟨k, neg_pos.2 hk'⟩
  obtain ⟨k, hk⟩ := hpos
  have : Nonempty (Fin n) := ⟨k⟩
  -- the site where the ratio of the two states is largest
  obtain ⟨i, hi⟩ := Finite.exists_max (fun j => ψ j / s j)
  have hr : 0 < ψ i / s i := lt_of_lt_of_le (div_pos hk (hs k)) (hi k)
  have heq : ψ i / s i * s i = ψ i := div_mul_cancel₀ _ (hs i).ne'
  have hle : ∀ j, ψ j ≤ ψ i / s i * s j := fun j => (div_le_iff₀ (hs j)).mp (hi j)
  have hψi : 0 < ψ i := heq ▸ mul_pos hr (hs i)
  generalize ψ i / s i = r at hr heq hle
  have hsum : 0 ≤ ∑ j, H i j * (ψ j - r * s j) := by
    apply Finset.sum_nonneg
    intro j _
    by_cases hij : i = j
    · subst hij
      rw [heq, sub_self, mul_zero]
    · nlinarith [mul_nonneg (neg_nonneg.2 (hoff i j hij)) (sub_nonneg.2 (hle j))]
  have e1 : ∑ j, H i j * ψ j = E * ψ i := congrFun hE i
  have e2 : ∑ j, H i j * s j = E₀ * s i := congrFun h₀ i
  have e3 : ∑ j, H i j * (ψ j - r * s j) = (E - E₀) * ψ i := by
    calc ∑ j, H i j * (ψ j - r * s j)
        = ∑ j, H i j * ψ j - r * ∑ j, H i j * s j := by
          rw [Finset.mul_sum, ← Finset.sum_sub_distrib]
          exact Finset.sum_congr rfl fun j _ => by ring
      _ = (E - E₀) * ψ i := by
          rw [e1, e2]
          linear_combination (-E₀) * heq
  rw [e3] at hsum
  by_contra hlt
  nlinarith [mul_pos (sub_pos.2 (not_le.mp hlt)) hψi]

/-- For `L > 0` and at least one site, the lowest energy level of the lattice box is
`(1 - cos(πa/L))/a²` with `a = L/(n+1)`. -/
theorem isLeast_latticeEnergy {L : ℝ} (hL : 0 < L) {n : ℕ} (hn : 1 ≤ n) :
    IsLeast (energyLevels (boxHamiltonian (spacing L n) n))
      (latticeEnergy L (spacing L n)) := by
  have hx : ((n : ℝ) + 1) * (π * spacing L n / L) = π := by
    have h : (n : ℝ) + 1 ≠ 0 := by positivity
    unfold spacing
    field_simp
  have hx0 : 0 < π * spacing L n / L := by
    unfold spacing
    positivity
  unfold latticeEnergy
  generalize π * spacing L n / L = x at hx hx0
  generalize spacing L n = a
  -- the half-wave that vanishes at both walls
  let g : ℕ → ℝ := fun k => Real.sin (k * x)
  have hpos : ∀ j : Fin n, 0 < g (j + 1) := by
    intro j
    have hj : ((j : ℕ) : ℝ) < n := by exact_mod_cast j.isLt
    apply Real.sin_pos_of_pos_of_lt_pi
    · positivity
    · push_cast
      nlinarith
  have heig : (boxHamiltonian a n *ᵥ fun j => g (j + 1))
      = ((1 - Real.cos x) / a ^ 2) • fun j : Fin n => g (j + 1) := by
    funext i
    rw [boxHamiltonian_mulVec a n g (by simp [g]) (by simp [g, hx]) i]
    have e1 : g i = Real.sin (((i : ℕ) + 1 : ℝ) * x - x) := by
      simp only [g]
      congr 1
      ring
    have e2 : g (i + 2) = Real.sin (((i : ℕ) + 1 : ℝ) * x + x) := by
      simp only [g]
      congr 1
      push_cast
      ring
    have e3 : g (i + 1) = Real.sin (((i : ℕ) + 1 : ℝ) * x) := by
      simp only [g]
      push_cast
      rfl
    rw [Pi.smul_apply, smul_eq_mul, e1, e2, e3, Real.sin_sub, Real.sin_add]
    ring
  refine ⟨⟨_, fun h => (hpos ⟨0, hn⟩).ne' (congrFun h ⟨0, hn⟩), heig⟩,
    positive_state_is_lowest _ ?_ _ hpos _ heig⟩
  intro i j hij
  simp only [boxHamiltonian, Matrix.of_apply]
  rw [if_neg (fun h => hij (Fin.ext h))]
  split_ifs
  · exact div_nonpos_of_nonpos_of_nonneg (by norm_num) (by positivity)
  · exact le_rfl

/-- A differentiable function that starts at zero and has nonnegative slope for `x ≥ 0` is
nonnegative there. -/
theorem nonneg_of_slope (f f' : ℝ → ℝ) (hf : ∀ x, HasDerivAt f (f' x) x) (h0 : f 0 = 0)
    (hp : ∀ x, 0 ≤ x → 0 ≤ f' x) (x : ℝ) (hx : 0 ≤ x) : 0 ≤ f x := by
  have hm : MonotoneOn f (Set.Ici 0) := monotoneOn_of_deriv_nonneg (convex_Ici 0)
    (fun y _ => (hf y).continuousAt.continuousWithinAt)
    (fun y _ => (hf y).differentiableAt.differentiableWithinAt)
    (fun y hy => by
      rw [interior_Ici] at hy
      rw [(hf y).deriv]
      exact hp y (le_of_lt hy))
  have h := hm (Set.mem_Ici.2 le_rfl) (Set.mem_Ici.2 hx) hx
  rwa [h0] at h

/-- For `x ≥ 0` the cosine lies between its Taylor polynomials of degree six and four. -/
theorem cos_taylor_bounds (x : ℝ) (hx : 0 ≤ x) :
    0 ≤ 1 - x ^ 2 / 2 + x ^ 4 / 24 - Real.cos x ∧
    0 ≤ Real.cos x - (1 - x ^ 2 / 2 + x ^ 4 / 24 - x ^ 6 / 720) := by
  have d : ∀ (k : ℕ) (c y : ℝ),
      HasDerivAt (fun y : ℝ => y ^ (k + 1) / c) (((k : ℝ) + 1) * y ^ k / c) y := by
    intro k c y
    simpa using (hasDerivAt_pow (k + 1) y).div_const c
  -- integrate the inequality `1 - y²/2 ≤ cos y` four times
  have s3 := nonneg_of_slope (fun y => Real.sin y - (y - y ^ 3 / 6))
    (fun y => Real.cos y - (1 - y ^ 2 / 2))
    (fun y => ((Real.hasDerivAt_sin y).fun_sub ((hasDerivAt_id' y).fun_sub
      (d 2 6 y))).congr_deriv (by push_cast; ring))
    (by simp) (fun y _ => sub_nonneg.2 Real.one_sub_sq_div_two_le_cos)
  have c4 := nonneg_of_slope (fun y => 1 - y ^ 2 / 2 + y ^ 4 / 24 - Real.cos y)
    (fun y => Real.sin y - (y - y ^ 3 / 6))
    (fun y => ((((hasDerivAt_const y (1 : ℝ)).fun_sub (d 1 2 y)).fun_add
      (d 3 24 y)).fun_sub (Real.hasDerivAt_cos y)).congr_deriv (by push_cast; ring))
    (by simp) s3
  have s5 := nonneg_of_slope (fun y => y - y ^ 3 / 6 + y ^ 5 / 120 - Real.sin y)
    (fun y => 1 - y ^ 2 / 2 + y ^ 4 / 24 - Real.cos y)
    (fun y => ((((hasDerivAt_id' y).fun_sub (d 2 6 y)).fun_add
      (d 4 120 y)).fun_sub (Real.hasDerivAt_sin y)).congr_deriv (by push_cast; ring))
    (by simp) c4
  have c6 := nonneg_of_slope
    (fun y => Real.cos y - (1 - y ^ 2 / 2 + y ^ 4 / 24 - y ^ 6 / 720))
    (fun y => y - y ^ 3 / 6 + y ^ 5 / 120 - Real.sin y)
    (fun y => ((Real.hasDerivAt_cos y).fun_sub ((((hasDerivAt_const y (1 : ℝ)).fun_sub
      (d 1 2 y)).fun_add (d 3 24 y)).fun_sub (d 5 720 y))).congr_deriv
      (by push_cast; ring))
    (by simp) s5
  exact ⟨c4 x hx, c6 x hx⟩

/-- For `L, a > 0` the error of the lattice energy is `-π⁴a²/(24L⁴)` up to a nonnegative
remainder of at most `π⁶a⁴/(720L⁶)`. -/
theorem error_bounds {L a : ℝ} (hL : 0 < L) (ha : 0 < a) :
    -(π ^ 4 / (24 * L ^ 4)) * a ^ 2 ≤ latticeEnergy L a - π ^ 2 / (2 * L ^ 2) ∧
    latticeEnergy L a - π ^ 2 / (2 * L ^ 2)
      ≤ -(π ^ 4 / (24 * L ^ 4)) * a ^ 2 + π ^ 6 / (720 * L ^ 6) * a ^ 4 := by
  obtain ⟨h1, h2⟩ := cos_taylor_bounds (π * a / L) (by positivity)
  unfold latticeEnergy
  generalize Real.cos (π * a / L) = c at h1 h2 ⊢
  have key : (1 - c) / a ^ 2 - π ^ 2 / (2 * L ^ 2) = -(π ^ 4 / (24 * L ^ 4)) * a ^ 2
      + (1 - (π * a / L) ^ 2 / 2 + (π * a / L) ^ 4 / 24 - c) / a ^ 2 := by
    field_simp
    ring
  have hrem : (1 - (π * a / L) ^ 2 / 2 + (π * a / L) ^ 4 / 24 - c) / a ^ 2
      ≤ π ^ 6 / (720 * L ^ 6) * a ^ 4 := by
    rw [div_le_iff₀ (by positivity)]
    have e : π ^ 6 / (720 * L ^ 6) * a ^ 4 * a ^ 2 = (π * a / L) ^ 6 / 720 := by ring
    rw [e]
    linarith
  have hnn := div_nonneg h1 (sq_nonneg a)
  rw [key]
  constructor <;> linarith

/-- For `L, a > 0` the lattice energy lies strictly below the continuum value `π²/(2L²)`. -/
theorem latticeEnergy_lt {L a : ℝ} (hL : 0 < L) (ha : 0 < a) :
    latticeEnergy L a < π ^ 2 / (2 * L ^ 2) := by
  have hy : 0 < π * a / L / 2 := by positivity
  have e : π ^ 2 / (2 * L ^ 2) * a ^ 2 = 2 * (π * a / L / 2) ^ 2 := by ring
  have hc : Real.cos (π * a / L) = 1 - 2 * Real.sin (π * a / L / 2) ^ 2 := by
    have h := Real.cos_two_mul (π * a / L / 2)
    rw [show 2 * (π * a / L / 2) = π * a / L by ring] at h
    linarith [Real.sin_sq_add_cos_sq (π * a / L / 2)]
  unfold latticeEnergy
  rw [div_lt_iff₀ (by positivity), e, hc]
  generalize π * a / L / 2 = y at hy
  have h1 := Real.sin_lt hy
  have h2 : -y < Real.sin y := by
    rcases le_or_gt y 1 with h | h
    · linarith [Real.sin_pos_of_pos_of_le_one hy h]
    · linarith [Real.neg_one_le_sin y]
  nlinarith [mul_pos (sub_pos.2 h1) (sub_pos.2 h2)]

/-- Lattice-spacing error of the box of length `L > 0`: for `n ≥ 1` sites the lowest level is
`(1 - cos(πa/L))/a²` and lies below `π²/(2L²)`, and the error divided by `a²` tends to
`-π⁴/(24L⁴)` as `n` grows. -/
theorem lattice_spacing_error {L : ℝ} (hL : 0 < L) :
    (∀ n : ℕ, 1 ≤ n →
      IsLeast (energyLevels (boxHamiltonian (spacing L n) n))
        (latticeEnergy L (spacing L n)) ∧
      latticeEnergy L (spacing L n) < π ^ 2 / (2 * L ^ 2)) ∧
    Tendsto (fun n : ℕ =>
      (latticeEnergy L (spacing L n) - π ^ 2 / (2 * L ^ 2)) / spacing L n ^ 2)
      atTop (𝓝 (-(π ^ 4 / (24 * L ^ 4)))) := by
  have ha : ∀ n : ℕ, 0 < spacing L n := fun n => by
    unfold spacing
    positivity
  refine ⟨fun n hn => ⟨isLeast_latticeEnergy hL hn, latticeEnergy_lt hL (ha n)⟩, ?_⟩
  have hs : Tendsto (fun n : ℕ => spacing L n) atTop (𝓝 0) := by
    have h := (tendsto_one_div_add_atTop_nhds_zero_nat (𝕜 := ℝ)).const_mul L
    rw [mul_zero] at h
    exact h.congr fun n => by
      unfold spacing
      ring
  have hu : Tendsto (fun n : ℕ =>
      -(π ^ 4 / (24 * L ^ 4)) + π ^ 6 / (720 * L ^ 6) * spacing L n ^ 2) atTop
      (𝓝 (-(π ^ 4 / (24 * L ^ 4)) + π ^ 6 / (720 * L ^ 6) * 0 ^ 2)) :=
    ((hs.pow 2).const_mul _).const_add _
  rw [zero_pow two_ne_zero, mul_zero, add_zero] at hu
  -- squeeze between the two finite-spacing bounds
  refine tendsto_of_tendsto_of_tendsto_of_le_of_le tendsto_const_nhds hu
    (fun n => ?_) (fun n => ?_)
  · exact (le_div_iff₀ (pow_pos (ha n) 2)).2 (error_bounds hL (ha n)).1
  · exact (div_le_iff₀ (pow_pos (ha n) 2)).2
      ((error_bounds hL (ha n)).2.trans_eq (by ring))

/-- Richardson extrapolation: for `L, a > 0`, combining the lattice energies at spacings `a` and
`a/2` leaves an error of at most `π⁶a⁴/(2160L⁶)`. -/
theorem richardson_extrapolation {L a : ℝ} (hL : 0 < L) (ha : 0 < a) :
    |(4 * latticeEnergy L (a / 2) - latticeEnergy L a) / 3 - π ^ 2 / (2 * L ^ 2)|
      ≤ π ^ 6 / (2160 * L ^ 6) * a ^ 4 := by
  obtain ⟨h1, h2⟩ := error_bounds hL ha
  obtain ⟨h3, h4⟩ := error_bounds hL (half_pos ha)
  have hK : 0 ≤ π ^ 6 / (720 * L ^ 6) * a ^ 4 := by positivity
  rw [show (a / 2) ^ 2 = a ^ 2 / 4 by ring] at h3 h4
  rw [show (a / 2) ^ 4 = a ^ 4 / 16 by ring] at h4
  rw [show π ^ 6 / (2160 * L ^ 6) = π ^ 6 / (720 * L ^ 6) / 3 by ring, abs_le]
  generalize π ^ 6 / (720 * L ^ 6) = K at *
  generalize π ^ 4 / (24 * L ^ 4) = M at *
  constructor <;> linarith

end

end LatticeSpacingError
```

```lean
#print axioms LatticeSpacingError.isLeast_latticeEnergy
-- 'LatticeSpacingError.isLeast_latticeEnergy' depends on axioms: [propext, Classical.choice, Quot.sound]
#print axioms LatticeSpacingError.lattice_spacing_error
-- 'LatticeSpacingError.lattice_spacing_error' depends on axioms: [propext, Classical.choice, Quot.sound]
#print axioms LatticeSpacingError.richardson_extrapolation
-- 'LatticeSpacingError.richardson_extrapolation' depends on axioms: [propext, Classical.choice, Quot.sound]
```

## What the theorems say about a simulation

`lattice_spacing_error` assumes only `0 < L`. For each `n` with `1 ≤ n`, `IsLeast` says that `latticeEnergy L (spacing L n)` belongs to `energyLevels` of the box matrix and is a lower bound for that set. The set contains the real numbers E with Hψ = Eψ for some nonzero real vector ψ; as H is real and symmetric, these are all its eigenvalues. The `Tendsto` part is the limit of the scaled error at fixed L.

`error_bounds`, `latticeEnergy_lt` and `richardson_extrapolation` hold for every `a > 0`, but they concern the formula `latticeEnergy L a`. It is tied to the matrix when a = L/(n+1) with n ≥ 1, so a grid whose spacing does not fit the box gets no guarantee.

The continuum value enters as the number π²/(2L²). The file defines no differential operator; that this number is the ground energy of −½ d²/dx² with hard walls is textbook input.

The model has one particle, one dimension and no potential inside the box. The coefficient −π⁴/(24L⁴) belongs to this system and should not be carried over to an interacting one. The theorems say nothing about excited levels, statistical noise, time-step error or floating-point rounding.
